# The Curie-Weiss susceptibility of the mean-field equation m = tanh((m+h)/t) for t > 1

For $t>1$ and every real $h$, the equation

$$m=\tanh\frac{m+h}{t}$$

has exactly one real solution $m(h)$. The function $m$ is differentiable at every field, with

$$\frac{dm}{dh}=\frac{1-m^2}{t-1+m^2},\qquad \left.\frac{dm}{dh}\right|_{h=0}=\frac{1}{t-1}.$$

Here $m$ is the magnetization per spin in units of its saturation value. If each spin $\pm1$ feels the field energy $H$ plus a mean-field coupling energy $J_0m$ with $J_0>0$, then $t=k_BT/J_0$ and $h=H/J_0$. The Curie temperature of this model is $T_c=J_0/k_B$, so $t=T/T_c$ and the zero-field slope is $T_c/(T-T_c)$.

## Brackets, tolerances and reference slopes for a solver

In the uniform mean-field approximation, the magnetization of an Ising ferromagnet at a given temperature and field can be computed by solving this equation numerically. In the same approximation, the equation also describes a lattice model of a binary alloy with composition-independent pair interactions that favour phase separation, where $m$ is the difference of the two atomic fractions and $h$ is a reduced chemical-potential difference, measured from its value at equal composition. Above $T_c$ the result gives such a solver three things.

- **A bracket.** In the variable $x=(m+h)/t$, the root lies between $(h-1)/t$ and $(h+1)/t$, and the function to be solved is strictly increasing. Bisection therefore has a safe starting interval and only one root to find.
- **A tolerance.** Suppose the solver stops at an $x$ with residual $r=t x-\tanh x-h$. Then $\tanh x$ is the exact magnetization at the field $h+r$, and it differs from $m(h)$ by at most $|r|/(t-1)$. At zero field, a fixed residual $r\ne0$ means a larger error as $t$ approaches 1. In a strong field the error can be far below this bound.
- **A reference slope.** A finite-difference susceptibility at small field should approach $1/(t-1)$. In exact arithmetic no difference quotient of $m$ exceeds this value.

## From the molecular field to the susceptibility

Put $x=(m+h)/t$, the reduced molecular field. The equation says $m=\tanh x$, and $tx=m+h$ then gives

$$h=A(x),\qquad A(x)=t x-\tanh x.$$

Conversely, if $A(x)=h$, then $(\tanh x+h)/t=x$, so $m=\tanh x$ is a solution. The task is to invert $A$.

**Stretching.** The quotient rule gives

$$\tanh' x=\frac{\cosh^2x-\sinh^2x}{\cosh^2x}=1-\tanh^2x.$$

Hence $x-\tanh x$ has derivative $\tanh^2x\ge0$ and is nondecreasing. For $x\le y$ this means $\tanh y-\tanh x\le y-x$, and therefore

$$A(y)-A(x)=t(y-x)-(\tanh y-\tanh x)\ge(t-1)(y-x).$$

**Existence.** Since $|\tanh|<1$,

$$A\!\left(\tfrac{h-1}{t}\right)=h-1-\tanh\tfrac{h-1}{t}\le h,\qquad A\!\left(\tfrac{h+1}{t}\right)=h+1-\tanh\tfrac{h+1}{t}\ge h.$$

$A$ is continuous, so it takes the value $h$ somewhere between these points.

**Uniqueness.** Let $m_1,m_2$ be solutions at fields $h_1\le h_2$, with molecular fields $x_1,x_2$. If $x_2<x_1$, stretching would give $h_1-h_2\ge(t-1)(x_1-x_2)>0$, a contradiction. So $x_1\le x_2$, and

$$m_2-m_1\le x_2-x_1\le\frac{h_2-h_1}{t-1}.$$

For $h_1=h_2$ this gives $m_2\le m_1$. Exchanging the two solutions gives $m_1\le m_2$, so they are equal.

**Derivative.** Let $x(h)$ be the molecular field at applied field $h$. Stretching gives $|x(k)-x(h)|\le|k-h|/(t-1)$, so $x$ is continuous. For $k\ne h$ we have $x(k)\ne x(h)$, because $A$ maps them to different fields, and

$$\frac{x(k)-x(h)}{k-h}=\frac{x(k)-x(h)}{A(x(k))-A(x(h))}\longrightarrow\frac{1}{A'(x(h))}=\frac{1}{t-1+\tanh^2x(h)}$$

as $k\to h$. The denominator is positive because $t>1$. The chain rule for $m=\tanh x(h)$ multiplies this by $1-\tanh^2x(h)=1-m^2$, which gives the susceptibility stated above. It is positive since $m^2<1$, so $m$ increases strictly with the field. At $h=0$ the value $m=0$ solves the equation, and by uniqueness it is the only solution. The slope there is $1/(t-1)$.

## The Lean file

```lean
import Mathlib

open Set

namespace CurieWeissSusceptibility

noncomputable section

/-- The mean-field equation `m = tanh ((m + h) / t)` for the magnetization `m` at reduced
temperature `t` and reduced applied field `h`. -/
def SelfConsistent (t h m : ℝ) : Prop := m = Real.tanh ((m + h) / t)

/-- The applied field `t x - tanh x` that belongs to the reduced molecular field
`x = (m + h) / t`. -/
def appliedField (t x : ℝ) : ℝ := t * x - Real.tanh x

/-- The response of a free spin to its field: the derivative of `tanh` is `1 - tanh ^ 2`. -/
theorem hasDerivAt_tanh (x : ℝ) : HasDerivAt Real.tanh (1 - Real.tanh x ^ 2) x := by
  have hc : Real.cosh x ≠ 0 := (Real.cosh_pos x).ne'
  have h := (Real.hasDerivAt_sinh x).div (Real.hasDerivAt_cosh x) hc
  have e : Real.tanh = Real.sinh / Real.cosh := by
    funext y
    exact Real.tanh_eq_sinh_div_cosh y
  refine HasDerivAt.congr_deriv (f := Real.tanh)
    (f' := (Real.cosh x * Real.cosh x - Real.sinh x * Real.sinh x) / Real.cosh x ^ 2) ?_ ?_
  · rw [e]
    exact h
  · rw [Real.tanh_eq_sinh_div_cosh, div_pow, eq_sub_iff_add_eq, ← add_div,
      div_eq_one_iff_eq (pow_ne_zero 2 hc)]
    ring

/-- The magnetization of a free spin stays below saturation: `tanh x ^ 2 < 1`. -/
theorem tanh_sq_lt_one (x : ℝ) : Real.tanh x ^ 2 < 1 := by
  rw [Real.tanh_eq_sinh_div_cosh, div_pow, div_lt_one (pow_pos (Real.cosh_pos x) 2)]
  linarith [Real.cosh_sq x]

/-- A free spin responds at most linearly: between two fields `x ≤ y` its magnetization
rises by at most `y - x`. -/
theorem tanh_sub_le {x y : ℝ} (hxy : x ≤ y) : Real.tanh y - Real.tanh x ≤ y - x := by
  have hd : ∀ z, HasDerivAt (fun y => y - Real.tanh y) (1 - (1 - Real.tanh z ^ 2)) z :=
    fun z => (hasDerivAt_id' z).fun_sub (hasDerivAt_tanh z)
  have hmono : Monotone (fun y => y - Real.tanh y) :=
    monotone_of_deriv_nonneg (fun z => (hd z).differentiableAt) (fun z => by
      rw [(hd z).deriv]
      linarith [sq_nonneg (Real.tanh z)])
  have h : x - Real.tanh x ≤ y - Real.tanh y := hmono hxy
  linarith

/-- For molecular fields `x ≤ y`, the applied field of `y` minus that of `x` is at least `(t - 1) (y
- x)`. -/
theorem appliedField_stretch (t : ℝ) {x y : ℝ} (hxy : x ≤ y) :
    (t - 1) * (y - x) ≤ appliedField t y - appliedField t x := by
  unfold appliedField
  linarith [tanh_sub_le hxy]

/-- A solution of the mean-field equation at field `h` has a molecular field whose
applied field is `h`. -/
theorem appliedField_of_selfConsistent {t h m : ℝ} (ht : t ≠ 0)
    (hm : SelfConsistent t h m) : appliedField t ((m + h) / t) = h := by
  have h1 : t * ((m + h) / t) = m + h := by field_simp
  have h2 : m = Real.tanh ((m + h) / t) := hm
  unfold appliedField
  linarith

/-- Above the Curie temperature, raising the field from `h₁` to `h₂` raises the
magnetization by at most `(h₂ - h₁) / (t - 1)`. -/
theorem magnetization_rise_le {t h₁ h₂ m₁ m₂ : ℝ} (ht : 1 < t) (hh : h₁ ≤ h₂)
    (hm₁ : SelfConsistent t h₁ m₁) (hm₂ : SelfConsistent t h₂ m₂) :
    m₂ - m₁ ≤ (h₂ - h₁) / (t - 1) := by
  have ht0 : t ≠ 0 := by linarith
  have htp : 0 < t - 1 := by linarith
  have a₁ := appliedField_of_selfConsistent ht0 hm₁
  have a₂ := appliedField_of_selfConsistent ht0 hm₂
  have e₁ : m₁ = Real.tanh ((m₁ + h₁) / t) := hm₁
  have e₂ : m₂ = Real.tanh ((m₂ + h₂) / t) := hm₂
  generalize (m₁ + h₁) / t = x₁ at a₁ e₁
  generalize (m₂ + h₂) / t = x₂ at a₂ e₂
  -- the molecular fields are ordered like the applied fields
  have hx : x₁ ≤ x₂ := by
    by_contra hcon
    have hlt : x₂ < x₁ := not_le.mp hcon
    have hs := appliedField_stretch t hlt.le
    have hp := mul_pos htp (sub_pos.mpr hlt)
    linarith
  have hs := appliedField_stretch t hx
  have hb : x₂ - x₁ ≤ (h₂ - h₁) / (t - 1) := by
    rw [le_div_iff₀ htp]
    linarith
  linarith [tanh_sub_le hx]

/-- Above the Curie temperature the mean-field equation has exactly one real solution at
every applied field. -/
theorem existsUnique_magnetization {t : ℝ} (ht : 1 < t) (h : ℝ) :
    ∃! m, SelfConsistent t h m := by
  have ht0 : 0 < t := by linarith
  have hcont : Continuous (appliedField t) :=
    (continuous_const.mul continuous_id).sub
      (continuous_iff_continuousAt.mpr fun x => (hasDerivAt_tanh x).continuousAt)
  have hab : (h - 1) / t ≤ (h + 1) / t := by
    apply div_le_div_of_nonneg_right _ ht0.le
    linarith
  have hlo : appliedField t ((h - 1) / t) ≤ h := by
    have e : t * ((h - 1) / t) = h - 1 := by field_simp
    unfold appliedField
    nlinarith [tanh_sq_lt_one ((h - 1) / t), sq_nonneg (Real.tanh ((h - 1) / t) + 1)]
  have hhi : h ≤ appliedField t ((h + 1) / t) := by
    have e : t * ((h + 1) / t) = h + 1 := by field_simp
    unfold appliedField
    nlinarith [tanh_sq_lt_one ((h + 1) / t), sq_nonneg (Real.tanh ((h + 1) / t) - 1)]
  -- some molecular field produces the applied field `h`
  obtain ⟨x, -, hx⟩ := intermediate_value_Icc hab hcont.continuousOn ⟨hlo, hhi⟩
  have hsol : SelfConsistent t h (Real.tanh x) := by
    have e : (Real.tanh x + h) / t = x := by
      rw [div_eq_iff ht0.ne']
      unfold appliedField at hx
      linarith
    unfold SelfConsistent
    rw [e]
  refine ⟨Real.tanh x, hsol, fun m hm => ?_⟩
  have h1 := magnetization_rise_le ht le_rfl hsol hm
  have h2 := magnetization_rise_le ht le_rfl hm hsol
  rw [sub_self, zero_div] at h1 h2
  linarith

/-- Above the Curie temperature the magnetization is differentiable at every field `h`, with
susceptibility `(1 - m ^ 2) / (t - 1 + m ^ 2)`. -/
theorem susceptibility {t : ℝ} (ht : 1 < t) {m : ℝ → ℝ}
    (hm : ∀ h, SelfConsistent t h (m h)) (h : ℝ) :
    HasDerivAt m ((1 - m h ^ 2) / (t - 1 + m h ^ 2)) h := by
  have htp : 0 < t - 1 := by linarith
  obtain ⟨x, hx⟩ : ∃ x : ℝ → ℝ, ∀ k, x k = (m k + k) / t := ⟨_, fun _ => rfl⟩
  have hA : ∀ k, appliedField t (x k) = k := fun k => by
    rw [hx]
    exact appliedField_of_selfConsistent (by linarith) (hm k)
  have hmx : m = fun k => Real.tanh (x k) := by
    funext k
    rw [hx]
    exact hm k
  -- the molecular field depends continuously on the applied field
  have hcont : ContinuousAt x h := by
    rw [Metric.continuousAt_iff]
    intro ε hε
    refine ⟨(t - 1) * ε, mul_pos htp hε, fun {k} hk => ?_⟩
    rw [Real.dist_eq, abs_lt] at hk
    rw [Real.dist_eq]
    refine lt_of_mul_lt_mul_left ?_ htp.le
    rcases le_total (x h) (x k) with hle | hle
    · have hs := appliedField_stretch t hle
      rw [hA, hA] at hs
      rw [abs_of_nonneg (sub_nonneg.mpr hle)]
      linarith [hk.2]
    · have hs := appliedField_stretch t hle
      rw [hA, hA] at hs
      rw [abs_of_nonpos (sub_nonpos.mpr hle)]
      linarith [hk.1]
  have hdA : HasDerivAt (appliedField t) (t - 1 + Real.tanh (x h) ^ 2) (x h) :=
    (((hasDerivAt_id' (x h)).const_mul t).fun_sub (hasDerivAt_tanh (x h))).congr_deriv
      (by ring)
  have hne : t - 1 + Real.tanh (x h) ^ 2 ≠ 0 := by positivity
  -- inverse-function rule, then chain rule
  have hdx := HasDerivAt.of_local_left_inverse hcont hdA hne (Filter.Eventually.of_forall hA)
  have hd := (hasDerivAt_tanh (x h)).comp h hdx
  rw [hmx]
  exact hd.congr_deriv (div_eq_mul_inv _ _).symm

/-- Above the Curie temperature the magnetization increases strictly with the field. -/
theorem magnetization_strictMono {t : ℝ} (ht : 1 < t) {m : ℝ → ℝ}
    (hm : ∀ h, SelfConsistent t h (m h)) : StrictMono m := by
  apply strictMono_of_deriv_pos
  intro h
  rw [(susceptibility ht hm h).deriv]
  have h1 : m h ^ 2 < 1 := by
    have e : m h = Real.tanh ((m h + h) / t) := hm h
    rw [e]
    exact tanh_sq_lt_one _
  exact div_pos (by linarith) (by linarith [sq_nonneg (m h)])

/-- **Curie-Weiss law.** For `t > 1` the solutions of `m = tanh ((m + h) / t)` form the graph
of one function of the field, and its derivative at zero field is `1 / (t - 1)`. -/
theorem curie_weiss_law {t : ℝ} (ht : 1 < t) :
    ∃ m : ℝ → ℝ, (∀ h y, y = Real.tanh ((y + h) / t) ↔ y = m h) ∧
      HasDerivAt m (1 / (t - 1)) 0 := by
  choose m hm huniq using existsUnique_magnetization ht
  refine ⟨m, fun h y => ⟨fun hy => huniq h y hy, fun hy => ?_⟩, ?_⟩
  · rw [hy]
    exact hm h
  · -- without a field the only solution is the unmagnetized one
    have h0 : m 0 = 0 := (huniq 0 0 (by simp [SelfConsistent])).symm
    exact (susceptibility ht hm 0).congr_deriv (by rw [h0]; norm_num)

end

end CurieWeissSusceptibility
```

```lean
#print axioms CurieWeissSusceptibility.magnetization_strictMono
-- 'CurieWeissSusceptibility.magnetization_strictMono' depends on axioms: [propext, Classical.choice, Quot.sound]
#print axioms CurieWeissSusceptibility.curie_weiss_law
-- 'CurieWeissSusceptibility.curie_weiss_law' depends on axioms: [propext, Classical.choice, Quot.sound]
```

## How the lemmas follow the calculation

`SelfConsistent t h m` is the mean-field equation, and `appliedField t x` is $A(x)$. The step from the equation to $h=A(x)$ is `appliedField_of_selfConsistent`, which assumes $t\ne0$. The lemma `hasDerivAt_tanh` is the quotient rule, `tanh_sub_le` turns the sign of a derivative into monotonicity, and `appliedField_stretch` is the stretching inequality.

In `existsUnique_magnetization`, the two calls to `nlinarith` check the ends of the bracket. They obtain $\tanh\ge-1$ and $\tanh\le1$ from $\tanh^2<1$ and the squares $(\tanh\pm1)^2\ge0$. Then `intermediate_value_Icc` supplies the root, and `magnetization_rise_le`, used in both directions at equal fields, supplies uniqueness.

In `susceptibility`, continuity of the molecular field is an explicit $\varepsilon$-$\delta$ argument with $\delta=(t-1)\varepsilon$. The limit of the difference quotient is `HasDerivAt.of_local_left_inverse`, which needs this continuity, the nonzero derivative of $A$ and the identity $A(x(k))=k$. The chain rule is `comp`. Finally, `curie_weiss_law` uses `choose` to collect the unique solutions into one function and evaluates its slope at zero field.

## What is settled for t > 1, and what happens below

The theorem `curie_weiss_law` says that for real $t>1$ there is a function `m : ℝ → ℝ` with two properties. For all real `h` and `y`, the number `y` solves the equation at field `h` if and only if `y = m h`. And the difference quotient of `m` at zero converges to $1/(t-1)$, which is the meaning of `HasDerivAt m (1 / (t - 1)) 0`. Differentiability is a conclusion: besides $t>1$, `susceptibility` assumes only that `m h` solves the equation at every field.

The condition $t>1$ places the model above its own Curie temperature, where thermal disorder outweighs the mean-field coupling. Without it uniqueness can fail. Take $t=1/2$ and $h=0$, so that the equation is $m=\tanh 2m$. One solution is $m=0$. At $m=1/2$ the right-hand side is $\tanh1\approx0.76$, larger than $m$, while at $m=1$ it is $\tanh2<1$. A second solution therefore lies between $1/2$ and $1$, and its negative is a third. Which root a solver returns at this temperature and zero field can depend on its starting point and on the algorithm.

The mean-field equation is the starting point here and is not derived from a spin Hamiltonian. The law obtained is that of the model, not the empirical Curie-Weiss law for the measured susceptibility of paramagnets. In a lattice model with short-range interactions, fluctuations generally shift the transition temperature and change how the susceptibility diverges near it. The theorems also concern exact real numbers: they say nothing about rounding errors or about the convergence of a particular iteration scheme.
